# In a two-band cone of winding W and positive mass, the Berry and orbital-moment phases of a cyclotron orbit add up to πW

A semiclassical code that places the Landau levels of a gapped cone using the Berry phase alone gets an offset that drifts with energy. For a linear cone with W = 1, m = 3, v = 1 and B = 8 (units e = ħ = 1, signs as below), it puts the n = 1 level at E ≈ 5.42 instead of 5. The missing term is the phase from the orbital magnetic moment.

## The offset πW

The Hamiltonian is b·σ, with the Pauli matrices σ and the Bloch vector b = (ρ cos Wφ, ρ sin Wφ, m) at polar momentum (k, φ), with integer W, mass m > 0 and a C¹ radial profile ρ(k) with ρ(0) = 0. The upper band energy is E = √(m² + ρ²), and Ω is its Berry curvature, with the sign that makes it plus half the solid angle swept by b. The common convention A = i⟨u|∇u⟩ gives this band the opposite sign, and then both phases below and their sum change sign. For an orbit of radius k₀ > 0 with ρρ′ ≠ 0 at k₀,

Berry phase = πW(1 − m/E(k₀))

orbital phase = πW m/E(k₀)

and the sum is πW, whatever the gap and the profile.

## Level indexing and curvature checks

The sum fixes the offset when levels are computed from orbit areas in this non-interacting, isotropic two-band model. A code that evaluates curvature and moment numerically can compare their combined phase with πW, once its signs match those used here.

## From the Bloch vector to the two phases

The derivatives of b are

∂b/∂k = (ρ′ cos Wφ, ρ′ sin Wφ, 0)

∂b/∂φ = (−Wρ sin Wφ, Wρ cos Wφ, 0)

Their cross product is (0, 0, Wρρ′), because sin² + cos² = 1. The curvature is half the solid angle swept by b per unit momentum area k dk dφ, so

Ω = b · (∂b/∂k × ∂b/∂φ) / (2kE³) = W m ρρ′ / (2kE³)

Differentiating the energy gives E′ = ρρ′/E. The flux through the disk therefore has radial density

2πkΩ = πW m ρρ′/E³ = d/dk (−πW m/E)

Since E(0) = m, integrating from 0 to k₀ gives πW(1 − m/E(k₀)).

The orbit area is S = πk², so dS/dE = 2πk₀/E′(k₀). Multiplying by the moment EΩ, in units of e/ħ, gives at k₀

EΩ · dS/dE = [W m ρρ′/(2k₀E²)] · [2πk₀E/(ρρ′)] = πW m/E

**A worked case.** Take ρ = k, W = 1, m = 3, k₀ = 4, so E = 5. The Berry phase is π(1 − 3/5) = 0.4π. At the orbit Ω = 12/1000 = 0.012, the moment is 0.06 and dS/dE = 10π, so the orbital phase is 0.6π. The total is π. With B = 8 and n = 1, k₀² = 2Bn = 16 and E² = 9 + 16 = 25.

## The Lean file

```lean
import Mathlib

open scoped Real Topology Matrix

namespace GappedConeLandauOffset

noncomputable section

/-- The Bloch vector of a two-band cone with radial profile `ρ`, mass `m` and winding `W`,
at polar momentum `(k, φ)`. -/
def blochVector (ρ : ℝ → ℝ) (m : ℝ) (W : ℤ) (k φ : ℝ) : Fin 3 → ℝ :=
  ![ρ k * Real.cos (W * φ), ρ k * Real.sin (W * φ), m]

/-- The positive band energy `E = √(m² + ρ²)`. -/
def energy (ρ : ℝ → ℝ) (m k : ℝ) : ℝ := √(m ^ 2 + ρ k ^ 2)

/-- The Berry curvature: half the solid angle swept by the Bloch vector per unit area
of momentum space, in polar coordinates. -/
def curvature (ρ : ℝ → ℝ) (m : ℝ) (W : ℤ) (k φ : ℝ) : ℝ :=
  (blochVector ρ m W k φ ⬝ᵥ
    ((deriv (fun q => blochVector ρ m W q φ) k) ⨯₃
      (deriv (fun θ => blochVector ρ m W k θ) φ))) / (2 * k * energy ρ m k ^ 3)

/-- The Berry phase of a circular orbit: the flux of the curvature through the disk of
radius `k₀`. -/
def berryPhase (ρ : ℝ → ℝ) (m : ℝ) (W : ℤ) (k₀ : ℝ) : ℝ :=
  ∫ k in (0 : ℝ)..k₀, ∫ φ in (0 : ℝ)..(2 * π), curvature ρ m W k φ * k

/-- The slope `dS/dE = 2πk / E'(k)` of the orbit area `S = πk²`. -/
def areaSlope (ρ : ℝ → ℝ) (m k : ℝ) : ℝ := 2 * π * k / deriv (energy ρ m) k

/-- The orbital-moment phase: the moment `E Ω` (in units of `e/ħ`) times `dS/dE`. -/
def orbitalPhase (ρ : ℝ → ℝ) (m : ℝ) (W : ℤ) (k φ : ℝ) : ℝ :=
  energy ρ m k * curvature ρ m W k φ * areaSlope ρ m k

variable {ρ : ℝ → ℝ} {m k₀ : ℝ}

/-- The band energy of a massive cone is positive. -/
lemma energy_pos (hm : 0 < m) (k : ℝ) : 0 < energy ρ m k :=
  Real.sqrt_pos.2 (by positivity)

/-- The radial band velocity is `E' = ρ ρ' / E`. -/
theorem hasDerivAt_energy {k : ℝ} (hm : 0 < m) (h : DifferentiableAt ℝ ρ k) :
    HasDerivAt (energy ρ m) (ρ k * deriv ρ k / energy ρ m k) k := by
  have h1 : HasDerivAt (fun q => m ^ 2 + ρ q ^ 2) (2 * ρ k * deriv ρ k) k := by
    refine ((h.hasDerivAt.fun_pow 2).const_add (m ^ 2)).congr_deriv ?_
    norm_num
  have hp : m ^ 2 + ρ k ^ 2 ≠ 0 := by positivity
  refine (h1.sqrt hp).congr_deriv ?_
  change 2 * ρ k * deriv ρ k / (2 * energy ρ m k) = _
  rw [mul_assoc, mul_div_mul_left _ _ two_ne_zero]

/-- The Berry curvature of the cone is `Ω = W m ρ ρ' / (2 k E³)`. -/
theorem curvature_eq {k : ℝ} (m : ℝ) (W : ℤ) (h : DifferentiableAt ℝ ρ k) (φ : ℝ) :
    curvature ρ m W k φ = W * m * ρ k * deriv ρ k / (2 * k * energy ρ m k ^ 3) := by
  have hk : HasDerivAt (fun q => blochVector ρ m W q φ)
      ![deriv ρ k * Real.cos (W * φ), deriv ρ k * Real.sin (W * φ), 0] k := by
    rw [hasDerivAt_pi]
    intro i
    fin_cases i
    · exact h.hasDerivAt.mul_const _
    · exact h.hasDerivAt.mul_const _
    · exact hasDerivAt_const k m
  have hl : HasDerivAt (fun θ : ℝ => (W : ℝ) * θ) W φ := by
    simpa using (hasDerivAt_id' φ).const_mul (W : ℝ)
  have hφ : HasDerivAt (fun θ => blochVector ρ m W k θ)
      ![ρ k * (-Real.sin (W * φ) * W), ρ k * (Real.cos (W * φ) * W), 0] φ := by
    rw [hasDerivAt_pi]
    intro i
    fin_cases i
    · exact hl.cos.const_mul (ρ k)
    · exact hl.sin.const_mul (ρ k)
    · exact hasDerivAt_const φ m
  unfold curvature
  rw [hk.deriv, hφ.deriv]
  congr 1
  -- only the mass component of the triple product survives
  simp only [dotProduct, Fin.sum_univ_three, cross_apply, blochVector, Matrix.cons_val]
  linear_combination (W * m * ρ k * deriv ρ k) * Real.sin_sq_add_cos_sq (W * φ)

/-- The Berry phase of the orbit of radius `k₀` is `πW (1 - m / E(k₀))`. -/
theorem berryPhase_eq (W : ℤ) (hm : 0 < m) (hρ : ContDiff ℝ 1 ρ) (h0 : ρ 0 = 0)
    (hk₀ : 0 ≤ k₀) : berryPhase ρ m W k₀ = π * W * (1 - m / energy ρ m k₀) := by
  have hd : ∀ k, DifferentiableAt ℝ ρ k := fun k => hρ.differentiable (by norm_num) k
  have hne : ∀ k, energy ρ m k ≠ 0 := fun k => (energy_pos hm k).ne'
  have hE : Continuous (energy ρ m) :=
    continuous_iff_continuousAt.2 fun k => (hasDerivAt_energy hm (hd k)).continuousAt
  -- the radial flux density has the antiderivative `-πWm / E`
  have hF : ∀ k, HasDerivAt (fun q => -(π * W * m) / energy ρ m q)
      (π * W * m * ρ k * deriv ρ k / energy ρ m k ^ 3) k := by
    intro k
    have hn := hne k
    refine ((hasDerivAt_const k (-(π * W * m))).fun_div
      (hasDerivAt_energy hm (hd k)) hn).congr_deriv ?_
    field_simp
    ring
  have hc : Continuous (fun k => π * W * m * ρ k * deriv ρ k / energy ρ m k ^ 3) :=
    ((continuous_const.mul hρ.continuous).mul (hρ.continuous_deriv le_rfl)).div
      (hE.pow 3) fun k => pow_ne_zero 3 (hne k)
  have hI : berryPhase ρ m W k₀ =
      ∫ k in (0 : ℝ)..k₀, π * W * m * ρ k * deriv ρ k / energy ρ m k ^ 3 := by
    unfold berryPhase
    apply intervalIntegral.integral_congr_ae
    refine Filter.Eventually.of_forall fun k hk => ?_
    rw [Set.uIoc_of_le hk₀] at hk
    have hkn : k ≠ 0 := hk.1.ne'
    have hn := hne k
    simp only [curvature_eq m W (hd k), intervalIntegral.integral_const, smul_eq_mul, sub_zero]
    field_simp
  have hE0 : energy ρ m 0 = m := by simp [energy, h0, Real.sqrt_sq hm.le]
  rw [hI, intervalIntegral.integral_eq_sub_of_hasDerivAt (fun k _ => hF k)
    (hc.intervalIntegrable _ _), hE0]
  have hn := hne k₀
  have hm' := hm.ne'
  field_simp
  ring

/-- If `ρρ' ≠ 0` at `k₀`, then along any continuous local inverse `κ` of the dispersion with
`κ(E(k₀)) = k₀`, the orbit area `πκ(ε)²` has at `E(k₀)` the energy derivative `areaSlope`. -/
theorem hasDerivAt_area {κ : ℝ → ℝ} (hm : 0 < m) (hd : DifferentiableAt ℝ ρ k₀)
    (hv : ρ k₀ * deriv ρ k₀ ≠ 0) (hκ : ContinuousAt κ (energy ρ m k₀))
    (hκ0 : κ (energy ρ m k₀) = k₀)
    (hinv : ∀ᶠ ε in 𝓝 (energy ρ m k₀), energy ρ m (κ ε) = ε) :
    HasDerivAt (fun ε => π * κ ε ^ 2) (areaSlope ρ m k₀) (energy ρ m k₀) := by
  have hE := hasDerivAt_energy hm hd
  have hE' : ρ k₀ * deriv ρ k₀ / energy ρ m k₀ ≠ 0 := div_ne_zero hv (energy_pos hm k₀).ne'
  have hE2 : HasDerivAt (energy ρ m) (ρ k₀ * deriv ρ k₀ / energy ρ m k₀)
      (κ (energy ρ m k₀)) := by rw [hκ0]; exact hE
  have h := HasDerivAt.of_local_left_inverse hκ hE2 hE' hinv
  refine ((h.fun_pow 2).const_mul π).congr_deriv ?_
  unfold areaSlope
  rw [hκ0, hE.deriv]
  simp only [Nat.cast_ofNat, Nat.reduceSub, pow_one]
  ring

/-- The orbital-moment phase is `πW m / E(k₀)`. -/
theorem orbitalPhase_eq (W : ℤ) (φ : ℝ) (hm : 0 < m) (hd : DifferentiableAt ℝ ρ k₀)
    (hk₀ : k₀ ≠ 0) (hv : ρ k₀ * deriv ρ k₀ ≠ 0) :
    orbitalPhase ρ m W k₀ φ = π * W * (m / energy ρ m k₀) := by
  have hn := (energy_pos (ρ := ρ) hm k₀).ne'
  have h1 := left_ne_zero_of_mul hv
  have h2 := right_ne_zero_of_mul hv
  unfold orbitalPhase areaSlope
  rw [curvature_eq m W hd, (hasDerivAt_energy hm hd).deriv]
  field_simp

/-- The Berry phase and the orbital-moment phase of a gapped cone add up to `πW`. -/
theorem landau_offset (W : ℤ) (φ : ℝ) (hm : 0 < m) (hρ : ContDiff ℝ 1 ρ) (h0 : ρ 0 = 0)
    (hk₀ : 0 < k₀) (hv : ρ k₀ * deriv ρ k₀ ≠ 0) :
    berryPhase ρ m W k₀ + orbitalPhase ρ m W k₀ φ = π * W := by
  rw [berryPhase_eq W hm hρ h0 hk₀.le,
    orbitalPhase_eq W φ hm (hρ.differentiable (by norm_num) k₀) hk₀.ne' hv]
  ring

/-- In a gapped cone the Berry phase alone equals `πW` only when the winding vanishes. -/
theorem berryPhase_eq_pi_mul_iff (W : ℤ) (hm : 0 < m) (hρ : ContDiff ℝ 1 ρ) (h0 : ρ 0 = 0)
    (hk₀ : 0 ≤ k₀) : berryPhase ρ m W k₀ = π * W ↔ W = 0 := by
  rw [berryPhase_eq W hm hρ h0 hk₀]
  constructor
  · intro h
    have h' : π * W * (m / energy ρ m k₀) = 0 := by linear_combination -h
    simpa [Real.pi_ne_zero, hm.ne', (energy_pos (ρ := ρ) hm k₀).ne'] using h'
  · rintro rfl
    simp

/-- For a linear cone `ρ = vk` of unit winding, the semiclassical quantization of the orbit
area with the full offset gives `k₀² = 2Bn` and `E² = m² + 2v²Bn` (units `e = ħ = 1`). -/
theorem dirac_landau_levels {v B : ℝ} (n : ℕ) (φ : ℝ) (hm : 0 < m) (hv : v ≠ 0)
    (hk₀ : 0 < k₀)
    (hq : π * k₀ ^ 2 = 2 * π * B * (n + 1 / 2 -
      (berryPhase (fun k => v * k) m 1 k₀ + orbitalPhase (fun k => v * k) m 1 k₀ φ) /
        (2 * π))) :
    k₀ ^ 2 = 2 * B * n ∧ energy (fun k => v * k) m k₀ ^ 2 = m ^ 2 + 2 * v ^ 2 * B * n := by
  have hder : deriv (fun k : ℝ => v * k) k₀ = v := by
    simp
  have hne : (fun k : ℝ => v * k) k₀ * deriv (fun k : ℝ => v * k) k₀ ≠ 0 := by
    rw [hder]
    exact mul_ne_zero (mul_ne_zero hv hk₀.ne') hv
  have hs : ContDiff ℝ 1 (fun k : ℝ => v * k) := contDiff_const.mul contDiff_id
  rw [landau_offset (ρ := fun k => v * k) 1 φ hm hs (mul_zero v) hk₀ hne] at hq
  have hpi := Real.pi_ne_zero
  -- the offset `π` cancels the zero-point one half
  have hhalf : π * ((1 : ℤ) : ℝ) / (2 * π) = 1 / 2 := by
    push_cast
    field_simp
  rw [hhalf] at hq
  have hk : k₀ ^ 2 = 2 * B * n := mul_left_cancel₀ hpi (by linear_combination hq)
  refine ⟨hk, ?_⟩
  unfold energy
  rw [Real.sq_sqrt (by positivity)]
  linear_combination v ^ 2 * hk

end

end GappedConeLandauOffset
```

```lean
#print axioms GappedConeLandauOffset.hasDerivAt_area
-- 'GappedConeLandauOffset.hasDerivAt_area' depends on axioms: [propext, Classical.choice, Quot.sound]
#print axioms GappedConeLandauOffset.berryPhase_eq_pi_mul_iff
-- 'GappedConeLandauOffset.berryPhase_eq_pi_mul_iff' depends on axioms: [propext, Classical.choice, Quot.sound]
#print axioms GappedConeLandauOffset.dirac_landau_levels
-- 'GappedConeLandauOffset.dirac_landau_levels' depends on axioms: [propext, Classical.choice, Quot.sound]
```

## What is derived and what is assumed

`curvature` is built from actual derivatives of `blochVector`, and `curvature_eq` derives the formula for Ω: it differentiates each component, then `linear_combination` applies sin² + cos² = 1. `berryPhase` is the polar double integral. In `berryPhase_eq` the angular integral supplies 2π, and the fundamental theorem of calculus uses the antiderivative above; the C¹ assumption makes the integrand continuous.

`hasDerivAt_area` shows that, where ρρ′ ≠ 0, `areaSlope` is the energy derivative of the orbit area along any continuous local inverse of the dispersion that returns k₀ at the energy E(k₀). In `orbitalPhase_eq`, `field_simp` cancels ρρ′, which the hypothesis `hv` keeps nonzero; physically, the orbit has nonzero band velocity. The angle `φ` in `orbitalPhase` is arbitrary. `landau_offset` adds the two results.

`berryPhase_eq_pi_mul_iff` shows that the Berry phase alone, taken as the real value of the flux and not modulo 2π, equals πW only for W = 0, since m/E never vanishes.

The moment EΩ is a definition here, standing for the magnetic moment that a wave packet has from its self-rotation, in a band with a mirror partner at −E. The signs of the curvature and of the moment are fixed by definition too, so a code with another orientation or band convention must translate them.

The quantization condition is likewise assumed, as `hq` in `dirac_landau_levels`:

πk₀² = 2πB(n + 1/2 − offset/2π)

For a linear cone with W = 1, the offset π cancels the 1/2, which gives k₀² = 2Bn and E² = m² + 2v²Bn. Because k₀ > 0 is required, the n = 0 level is not covered. Warped or tilted cones and additional bands lie beyond the model.
